# With an invertible kernel, a potential capped site by site has an energy functional only if no two sites are coupled

Once an atomic code has applied Latter's tail correction, the potential-energy part of its total energy, taken as a functional of the density, should not be expected to pass a finite-difference test against the corrected potential. Such a test changes the density at one grid point and compares the energy change with the potential there. In the model below, which has finitely many sites, a linear invertible kernel and fixed caps, no energy passes the test at every density once two different sites are coupled.

In atomic units, for nuclear charge $Z$ and $N$ electrons, the correction replaces the potential $V(r)$ by the lower of $V(r)$ and $-(Z-N+1)/r$. In code this can be done as an elementwise minimum of two arrays, taken in each self-consistency cycle before the orbitals are solved for. With the nuclear part $-Z/r$ split off, it caps the electronic part at $(N-1)/r$.

## Densities, potentials and energies on finitely many sites

The sites form a finite set `ι`, and a density is a real vector $\rho$ with one entry $\rho_i$ per site, read as a population with any quadrature weight absorbed. The unit vector $e_k$ at site $k$ is written `δ[k]`.

In Lean 4 with Mathlib:

```lean
import Mathlib

open Matrix Topology Set

namespace CappedPotential

noncomputable section

variable {ι : Type*} [Fintype ι]

local notation "δ[" k "]" => (Pi.single k (1 : ℝ) : _ → ℝ)
```

A potential $v$ assigns to a density change $x$ the first-order energy change $\sum_i v_i x_i$.

```lean
/-- The first-order energy change `∑ i, v i * x i` caused by a density change `x` in the
potential `v`, as a continuous linear functional of `x`. -/
def pairing (v : ι → ℝ) : (ι → ℝ) →L[ℝ] ℝ :=
  ∑ i, v i • ContinuousLinearMap.proj (R := ℝ) (φ := fun _ : ι => ℝ) i
```

The potential $v$ derives from an energy $E$ at $\rho$ when $E$ is Fréchet differentiable there with $dE=\sum_i v_i\,d\rho_i$.

```lean
/-- The energy functional `E` is differentiable at the density `ρ` with gradient `v`. -/
def HasPotentialAt (E : (ι → ℝ) → ℝ) (v ρ : ι → ℝ) : Prop :=
  HasFDerivAt E (pairing v) ρ
```

A real matrix $K$ gives the potential $(K\rho)_i=\sum_j K_{ij}\rho_j$ and the quadratic energy $\tfrac12\,\rho\cdot K\rho$.

```lean
/-- The quadratic interaction energy, one half of `ρ · K ρ`. -/
def interactionEnergy (K : Matrix ι ι ℝ) (ρ : ι → ℝ) : ℝ :=
  (1 / 2) * (ρ ⬝ᵥ (K *ᵥ ρ))
```

Capping replaces the potential at site $i$ by $\min((K\rho)_i,c_i)$, where the cap $c_i$ stands for the prescribed tail at that site and does not depend on the density.

```lean
/-- The potential `K ρ`, replaced at each site `i` by the cap `c i` wherever it exceeds it. -/
def cappedPotential (K : Matrix ι ι ℝ) (c ρ : ι → ℝ) : ι → ℝ :=
  fun i => min ((K *ᵥ ρ) i) (c i)
```

The linear functional defined above does evaluate to the sum over sites.

```lean
/-- The first-order energy change is the sum over sites of potential times density change. -/
theorem pairing_apply (v x : ι → ℝ) : pairing v x = ∑ i, v i * x i := by
  simp [pairing, _root_.sum_apply]
```

The model leaves out the nonlinear dependence of a local exchange potential on the density. Entries of $\rho$ may be negative, and the particle number is not held fixed.

## Before capping, a symmetric kernel has a quadratic energy

The product rule gives, for a density change $x$,

$$d\left(\tfrac12\,\rho\cdot K\rho\right)[x]=\tfrac12\sum_i x_i(K\rho)_i+\tfrac12\sum_i\rho_i(Kx)_i .$$

Exchanging the order of summation and using $K_{ij}=K_{ji}$ turns the second sum into the first:

$$\sum_i\rho_i\sum_j K_{ij}x_j=\sum_i\Big(\sum_j K_{ij}\rho_j\Big)x_i .$$

The total is $\sum_i(K\rho)_i x_i$, so the gradient is $K\rho$. In the proof, `hswap` is this exchange.

```lean
/-- For a symmetric kernel, the uncapped potential `K ρ` is the gradient of the quadratic
interaction energy. -/
theorem uncapped_hasPotential (K : Matrix ι ι ℝ) (hK : K.IsSymm) (ρ : ι → ℝ) :
    HasPotentialAt (interactionEnergy K) (K *ᵥ ρ) ρ := by
  have hb : ∀ i, HasFDerivAt (fun σ : ι → ℝ => ∑ j, K i j * σ j) (pairing (K i)) ρ :=
    fun i => HasFDerivAt.fun_sum fun j _ => (hasFDerivAt_apply j ρ).const_mul (K i j)
  have h := (HasFDerivAt.fun_sum (u := Finset.univ) fun i _ =>
    (hasFDerivAt_apply i ρ).fun_mul (hb i)).const_mul (1 / 2 : ℝ)
  refine HasFDerivAt.congr_fderiv h (ContinuousLinearMap.ext fun x => ?_)
  -- symmetry makes the two halves of the product rule equal
  have hswap : ∑ i, ρ i * ∑ j, K i j * x j = ∑ i, (∑ j, K i j * ρ j) * x i := by
    simp_rw [Finset.mul_sum, Finset.sum_mul]
    rw [Finset.sum_comm]
    refine Finset.sum_congr rfl fun i _ => Finset.sum_congr rfl fun j _ => ?_
    rw [hK.apply i j]
    ring
  simp only [_root_.smul_apply, _root_.sum_apply,
    _root_.add_apply, pairing_apply, ContinuousLinearMap.proj_apply,
    smul_eq_mul, Finset.sum_add_distrib, Matrix.mulVec, dotProduct]
  rw [hswap]
  ring
```

## Uncoupled sites keep an energy after capping

If $K_{ij}=0$ for all $i\neq j$, then $(K\rho)_i=K_{ii}\rho_i$, and each capped value depends on its own site's density alone. Integrating site by site gives

$$E(\rho)=\sum_i\int_0^{\rho_i}\min(K_{ii}t,c_i)\,dt .$$

The integrand is continuous, so by the fundamental theorem of calculus $\partial E/\partial\rho_i=\min(K_{ii}\rho_i,c_i)$. The proof differentiates each integral (`hd`) and composes it with the map $\rho\mapsto\rho_i$.

```lean
/-- If the kernel couples no two different sites, the capped potential is the gradient of an
energy functional. -/
theorem capped_hasPotential_of_uncoupled (K : Matrix ι ι ℝ) (c : ι → ℝ)
    (hK : ∀ i j, i ≠ j → K i j = 0) :
    ∃ E, ∀ ρ, HasPotentialAt E (cappedPotential K c ρ) ρ := by
  refine ⟨fun ρ => ∑ i, ∫ t in (0 : ℝ)..ρ i, min (K i i * t) (c i), fun ρ => ?_⟩
  have hv : cappedPotential K c ρ = fun i => min (K i i * ρ i) (c i) := by
    funext i
    have hs : (K *ᵥ ρ) i = K i i * ρ i := by
      simp only [Matrix.mulVec, dotProduct]
      exact Finset.sum_eq_single i
        (fun j _ hj => mul_eq_zero_of_left (hK i j hj.symm) (ρ j))
        (fun h => absurd (Finset.mem_univ i) h)
    simp only [cappedPotential, hs]
  rw [hv]
  refine HasFDerivAt.fun_sum fun i _ => ?_
  have hc : Continuous fun t : ℝ => min (K i i * t) (c i) := by fun_prop
  have hd : HasDerivAt (fun u : ℝ => ∫ t in (0 : ℝ)..u, min (K i i * t) (c i))
      (min (K i i * ρ i) (c i)) (ρ i) := (hc.integral_hasStrictDerivAt 0 (ρ i)).hasDerivAt
  have hp : HasFDerivAt (fun σ : ι → ℝ => σ i)
      (ContinuousLinearMap.proj (R := ℝ) (φ := fun _ : ι => ℝ) i) ρ := hasFDerivAt_apply i ρ
  have hcomp := HasFDerivAt.comp (f := fun σ : ι → ℝ => σ i) ρ hd.hasFDerivAt hp
  exact hcomp.congr_fderiv (ContinuousLinearMap.ext fun x => by simp [mul_comm])
```

## An uncapped site whose potential depends on a capped site rules out an energy

If $E$ has gradient $v$ at $\tau+t e_i$, the chain rule along the line $u\mapsto\tau+u e_i$ gives

$$\frac{d}{du}E(\tau+u e_i)\Big|_{u=t}=v_i .$$

```lean
variable [DecidableEq ι]

/-- Changing the density at site `i` alone changes the energy at the rate `v i`. -/
theorem site_deriv {E : (ι → ℝ) → ℝ} {v τ : ι → ℝ} {i : ι} {t : ℝ}
    (h : HasPotentialAt E v (τ + t • δ[i])) :
    HasDerivAt (fun u : ℝ => E (τ + u • δ[i])) (v i) t := by
  have line : ∀ e : ι → ℝ, HasDerivAt (fun u : ℝ => τ + u • e) e t := fun e =>
    (((hasDerivAt_id' t).smul_const e).const_add τ).congr_deriv (one_smul ℝ e)
  unfold HasPotentialAt at h
  exact (h.comp_hasDerivAt t (line δ[i])).congr_deriv (by simp [pairing_apply, Pi.single_apply])
```

Now let $(K\rho)_i<c_i$, $(K\rho)_j>c_j$ and $K_{ij}\neq0$. Suppose that some $E$ has the capped potential as its gradient throughout a neighbourhood of $\rho$. By continuity both strict inequalities persist on a small square of densities $\rho+s e_i+t e_j$ with $0\le s,t\le L$. Write $G(s,t)=E(\rho+s e_i+t e_j)$. On the square,

$$\partial_t G=c_j,\qquad \partial_s G=(K\rho)_i+sK_{ii}+tK_{ij}.$$

Let $D(s)=G(s,L)-G(s,0)$. The first slope and the mean value theorem give $D(s)=c_jL$ for every $s$, so $D(L)=D(0)$. The second slope gives $D'(s)=LK_{ij}$. The mean value theorem applied to $D$ then yields $0=LK_{ij}$, a contradiction.

In the proof $L$ is `ε / 2`, `key` holds the two slopes, `hconst` the constancy of $D$ and `hder` its derivative. The quantifier `∀ᶠ σ in 𝓝 ρ` means "for all $\sigma$ in some neighbourhood of $\rho$". The theorem therefore also applies at a density with all entries positive, wherever this pattern of capped and uncapped sites occurs.

```lean
/-- If site `i` lies below its cap, site `j` lies above its cap, and the potential at `i`
depends on the density at `j`, then no energy functional yields the capped potential near `ρ`. -/
theorem no_energy_near (K : Matrix ι ι ℝ) (c ρ : ι → ℝ) {i j : ι} (hij : K i j ≠ 0)
    (hi : (K *ᵥ ρ) i < c i) (hj : c j < (K *ᵥ ρ) j) :
    ¬ ∃ E, ∀ᶠ σ in 𝓝 ρ, HasPotentialAt E (cappedPotential K c σ) σ := by
  rintro ⟨E, hE⟩
  have hcont : ∀ k, Continuous fun σ : ι → ℝ => (K *ᵥ σ) k := fun k => by
    simp only [Matrix.mulVec, dotProduct]
    fun_prop
  have hgood := hE.and (((hcont i).continuousAt.eventually_lt continuousAt_const hi).and
    (continuousAt_const.eventually_lt (hcont j).continuousAt hj))
  have hline : Continuous fun p : ℝ × ℝ => ρ + p.1 • δ[i] + p.2 • δ[j] := by fun_prop
  have htend := hline.tendsto (0, 0)
  simp only [zero_smul, add_zero] at htend
  obtain ⟨ε, hε, hball⟩ := Metric.eventually_nhds_iff.1 (htend.eventually hgood)
  have hpos : 0 < ε / 2 := half_pos hε
  have hL : (0 : ℝ) ∈ Icc 0 (ε / 2) := ⟨le_rfl, hpos.le⟩
  have hR : ε / 2 ∈ Icc 0 (ε / 2) := ⟨hpos.le, le_rfl⟩
  have hK : ∀ (τ : ι → ℝ) (t : ℝ) (k : ι),
      (K *ᵥ (τ + t • δ[k])) i = (K *ᵥ τ) i + t * K i k := fun τ t k => by
    rw [Matrix.mulVec_add, Matrix.mulVec_smul, Matrix.mulVec_single_one]
    simp [Matrix.col_apply]
  -- the two slopes of the energy on a small square of densities
  have key : ∀ s ∈ Icc 0 (ε / 2), ∀ t ∈ Icc 0 (ε / 2),
      HasDerivAt (fun u : ℝ => E (ρ + s • δ[i] + u • δ[j])) (c j) t ∧
      HasDerivAt (fun u : ℝ => E (ρ + u • δ[i] + t • δ[j]))
        ((K *ᵥ ρ) i + s * K i i + t * K i j) s := by
    intro s hs t ht
    obtain ⟨h1, h2, h3⟩ := @hball (s, t) (by
      rw [Prod.dist_eq, max_lt_iff]
      simp only [Real.dist_eq, sub_zero, abs_of_nonneg hs.1, abs_of_nonneg ht.1]
      constructor <;> linarith [hs.2, ht.2])
    dsimp only at h1 h2 h3
    refine ⟨(site_deriv h1).congr_deriv (min_eq_right h3.le), ?_⟩
    rw [add_right_comm] at h1 h2
    have hfun : (fun u : ℝ => E (ρ + u • δ[i] + t • δ[j])) =
        fun u : ℝ => E (ρ + t • δ[j] + u • δ[i]) := by
      funext u
      rw [add_right_comm]
    rw [hfun]
    refine (site_deriv h1).congr_deriv ((min_eq_left h2.le).trans ?_)
    rw [hK, hK]
    ring
  -- the energy difference between opposite edges is constant
  have hconst : ∀ s ∈ Icc 0 (ε / 2), E (ρ + s • δ[i] + (ε / 2) • δ[j]) -
      E (ρ + s • δ[i] + (0 : ℝ) • δ[j]) = c j * (ε / 2) := by
    intro s hs
    obtain ⟨t, _, ht⟩ := exists_hasDerivAt_eq_slope
      (fun u : ℝ => E (ρ + s • δ[i] + u • δ[j])) (fun _ => c j) hpos
      (fun t ht => (key s hs t ht).1.continuousAt.continuousWithinAt)
      (fun t ht => (key s hs t (Ioo_subset_Icc_self ht)).1)
    rw [sub_zero, eq_div_iff hpos.ne'] at ht
    exact ht.symm
  -- yet its derivative is the nonzero coupling times the side length
  have hder : ∀ s ∈ Icc 0 (ε / 2), HasDerivAt (fun u : ℝ =>
      E (ρ + u • δ[i] + (ε / 2) • δ[j]) - E (ρ + u • δ[i] + (0 : ℝ) • δ[j]))
      (ε / 2 * K i j) s := fun s hs =>
    ((key s hs _ hR).2.fun_sub (key s hs 0 hL).2).congr_deriv (by ring)
  obtain ⟨s, _, hs⟩ := exists_hasDerivAt_eq_slope _ (fun _ => ε / 2 * K i j) hpos
    (fun s hs => (hder s hs).continuousAt.continuousWithinAt)
    (fun s hs => hder s (Ioo_subset_Icc_self hs))
  rw [hconst _ hR, hconst _ hL, sub_self, zero_div] at hs
  exact mul_ne_zero hpos.ne' hij hs
```

## With an invertible kernel, any coupling is enough

Suppose $K_{ij}\neq0$ for some $i\neq j$. Choose target values $w_i=c_i-1$ and $w_k=c_k+1$ for $k\neq i$, and set $\rho=K^{-1}w$. Then $K\rho=w$, so site $i$ lies below its cap and site $j$ above, and the local obstruction applies. The converse is the site-by-site integral. Invertibility enters as `IsUnit K.det`; symmetry is not required.

```lean
/-- For an invertible kernel, the capped potential is the gradient of an energy functional
exactly when the kernel couples no two different sites. -/
theorem capped_hasPotential_iff (K : Matrix ι ι ℝ) (c : ι → ℝ) (hK : IsUnit K.det) :
    (∃ E, ∀ ρ, HasPotentialAt E (cappedPotential K c ρ) ρ) ↔
      ∀ i j, i ≠ j → K i j = 0 := by
  refine ⟨?_, capped_hasPotential_of_uncoupled K c⟩
  rintro ⟨E, hE⟩ i j hne
  by_contra hij
  -- a density that puts site i below its cap and all others above
  let w : ι → ℝ := fun k => if k = i then c k - 1 else c k + 1
  have hw : K *ᵥ (K⁻¹ *ᵥ w) = w := by
    rw [Matrix.mulVec_mulVec, Matrix.mul_nonsing_inv _ hK, Matrix.one_mulVec]
  refine no_energy_near K c (K⁻¹ *ᵥ w) hij ?_ ?_ ⟨E, Filter.Eventually.of_forall hE⟩
  · rw [hw]
    simp [w]
  · rw [hw]
    simp [w, hne.symm]
```

Without invertibility the equivalence can fail. Take two sites, every entry of $K$ equal to 1, and both caps equal to $c$. Both components of the capped potential are $\min(x+y,c)$, which is the gradient of $\int_0^{x+y}\min(t,c)\,dt$, although the sites are coupled.

## The potential $(2x+y,\;x+2y)$ with both caps at $-1$

Take $K=\begin{pmatrix}2&1\\1&2\end{pmatrix}$ and $\rho=(x,y)$, with $x$ and $y$ written `ρ 0` and `ρ 1`. Then

$$\tfrac12\,\rho\cdot K\rho=\tfrac12(2x^2+2xy+2y^2)=x^2+xy+y^2 ,$$

and since $K$ is symmetric, its gradient is $(2x+y,\;x+2y)$.

```lean
/-- The two-point potential `(2x + y, x + 2y)` is the gradient of `x² + xy + y²`. -/
theorem two_point_uncapped (ρ : Fin 2 → ℝ) :
    HasPotentialAt (fun σ => σ 0 ^ 2 + σ 0 * σ 1 + σ 1 ^ 2)
      ![2 * ρ 0 + ρ 1, ρ 0 + 2 * ρ 1] ρ := by
  have hS : (!![2, 1; 1, 2] : Matrix (Fin 2) (Fin 2) ℝ).IsSymm := by
    ext i j
    fin_cases i <;> fin_cases j <;> simp
  convert uncapped_hasPotential !![2, 1; 1, 2] hS ρ using 1
  · funext σ
    simp [interactionEnergy, Matrix.mulVec, dotProduct, Fin.sum_univ_two]
    ring
  · ext i
    fin_cases i <;> simp [Matrix.mulVec, dotProduct, Fin.sum_univ_two]
```

The determinant is $3$ and the coupling is $K_{01}=1$, so the equivalence excludes an energy for the capped potential on the whole plane. The construction above picks the density $(-\tfrac43,\tfrac23)$, where the uncapped potential is $(-2,0)$: the first site is below its cap and the second above. The negative entry makes sense if $x$ and $y$ are read as changes from a reference density, with potentials and caps measured from the uncapped potential at that density.

```lean
/-- No differentiable function on the plane has the gradient
`(min (2x + y) (-1), min (x + 2y) (-1))`. -/
theorem two_point_capped : ¬ ∃ E : (Fin 2 → ℝ) → ℝ, ∀ ρ,
    HasPotentialAt E ![min (2 * ρ 0 + ρ 1) (-1), min (ρ 0 + 2 * ρ 1) (-1)] ρ := by
  rintro ⟨E, hE⟩
  have hdet : IsUnit (!![2, 1; 1, 2] : Matrix (Fin 2) (Fin 2) ℝ).det := by
    rw [isUnit_iff_ne_zero, Matrix.det_fin_two_of]
    norm_num
  have h := (capped_hasPotential_iff !![2, 1; 1, 2] (fun _ => -1) hdet).1
    ⟨E, fun ρ => by
      convert hE ρ using 1
      ext i
      fin_cases i <;> simp [cappedPotential, Matrix.mulVec, dotProduct, Fin.sum_univ_two]⟩
    0 1 (by decide)
  simp at h

end

end CappedPotential
```

```lean
#print axioms CappedPotential.capped_hasPotential_iff
#print axioms CappedPotential.two_point_uncapped
#print axioms CappedPotential.two_point_capped
```

```
'CappedPotential.capped_hasPotential_iff' depends on axioms: [propext, Classical.choice, Quot.sound]
'CappedPotential.two_point_uncapped' depends on axioms: [propext, Classical.choice, Quot.sound]
'CappedPotential.two_point_capped' depends on axioms: [propext, Classical.choice, Quot.sound]
```
